# End-site moments up to order 2m − 1 determine an m × m Jacobi matrix

## Can two different chains share these moments?

Take a chain of $m$ sites, numbered $0,\dots,m-1$, with on-site energies $a_i$ and couplings $b_i>0$ between sites $i$ and $i+1$. Its Hamiltonian $T$ is real, symmetric and tridiagonal. The local moments on the first site are $\mu_k(T)=(T^k)_{00}$.

There are $m$ energies and $m-1$ couplings, so the moments $\mu_1,\dots,\mu_{2m-1}$ are just as many numbers as there are unknowns. But the equations are polynomial: $\mu_2=a_0^2+b_0^2$, and it gets worse from there. Polynomial systems with matching counts often have several solutions. Could two different chains have the same $\mu_k$ for all $k\le 2m-1$? And is the last, odd moment really necessary?

## The moments fix the Krylov vectors, and these fix the matrix

Write $m=n+1$, so the sites are $0,\dots,n$ and the highest moment has order $2n+1$. A Jacobi matrix here means a real symmetric tridiagonal matrix with strictly positive off-diagonal couplings. Let $e_0$ be the unit vector on site $0$. For two Jacobi matrices $T$ and $S$ of this size, set
$$t_k=T^k e_0,\qquad s_k=S^k e_0 .$$
These Krylov vectors are not normalised: $|t_k|^2=\mu_{2k}(T)$.

No two different chains of equal length share all these moments. For $m=2$, the last moment is indeed necessary.

### From equal moments to equal matrices

**Reach of the Krylov vectors.** One application of $T$ moves amplitude by at most one site, so $t_k(i)=0$ for $i>k$. In detail, $t_{k+1}(i)=\sum_j T_{ij}t_k(j)$. If $i>k+1$, the terms with $j>k$ vanish by induction, and those with $j\le k$ vanish because $T_{ij}=0$. For $i=k+1\le n$ only $j=k$ survives, so
$$t_{k+1}(k+1)=b_k\,t_k(k),\qquad t_k(k)=b_0b_1\cdots b_{k-1}>0 .$$

**Overlaps are moments.** By symmetry, $t_j\cdot t_k=e_0^{\mathsf T}T^{j+k}e_0=\mu_{j+k}(T)$.

**Forward substitution.** Suppose $d\cdot t_j=0$ for all $j<k$. Then $d$ vanishes on every site $p<k$. Indeed, once $d_0=\dots=d_{p-1}=0$, the reach of $t_p$ leaves $0=d\cdot t_p=d_p\,t_p(p)$, and $t_p(p)>0$.

**Equal Krylov vectors up to order $n$.** Assume $t_j=s_j$ for all $j<k$, with $k\le n$, and put $d=t_k-s_k$. For $j<k$,
$$d\cdot t_j=t_k\cdot t_j-s_k\cdot s_j=\mu_{k+j}(T)-\mu_{k+j}(S)=0 ,$$
so $d$ vanishes on the sites before $k$. It vanishes beyond $k$ because both vectors do. For the remaining site,
$$0=\mu_{2k}(T)-\mu_{2k}(S)=d\cdot(t_k+s_k)=d_k\,\bigl(t_k(k)+s_k(k)\bigr).$$
The bracket is positive, so $d_k=0$. This is where positivity removes the sign ambiguity of the quadratic equation. Only moments up to order $2n$ have been used.

**One more Krylov vector.** For $i\le n$,
$$(t_{n+1}-s_{n+1})\cdot t_i=\mu_{n+1+i}(T)-\mu_{n+1+i}(S)=0 .$$
The case $i=n$ uses the moment of order $2n+1$. Forward substitution over all $n+1$ sites gives $t_{n+1}=s_{n+1}$.

**Equal matrices.** Let $T_r$ and $S_r$ be the $r$-th rows. For $j=0,\dots,n$,
$$(T_r-S_r)\cdot t_j=T_r\cdot t_j-S_r\cdot s_j=t_{j+1}(r)-s_{j+1}(r)=0 .$$
Forward substitution once more gives $T_r=S_r$ for every $r$, hence $T=S$.

**The last moment for two sites.** The matrices
$$\begin{pmatrix}0&1\\1&0\end{pmatrix},\qquad \begin{pmatrix}0&1\\1&1\end{pmatrix}$$
both have $\mu_0,\mu_1,\mu_2=1,0,1$. Their third moments are $0$ and $1$: a walk of three steps is the first that can feel the energy of the second site and return.

**Two reductions of one Hamiltonian.** Let $AQ=QT$ with $Q^{\mathsf T}Q=1$, and let $q_0$ be the first column of $Q$. Then $A^kQ=QT^k$, so $T^k=Q^{\mathsf T}A^kQ$ and $\mu_k(T)=q_0\cdot A^kq_0$. The moments depend only on $A$ and $q_0$. Two such reductions of equal size with the same starting vector therefore give the same Jacobi matrix.

### The chain in Lean's terms

The type `Fin (n + 1)` labels the sites, so the corner entry usually written $(T^k)_{11}$ is `(T ^ k) 0 0`, called `moment T k`. The first column of $T^k$ is `krylov T k`. The size is at least one; for a single site the theorem says that $\mu_1=a_0$ fixes the matrix.

`IsJacobi` has three fields. `symm` is symmetry, `band` kills entries more than one place above the diagonal, and `pos` makes the entries just above it positive. Symmetry carries the last two below the diagonal. Physically, nonzero couplings mean that the chain is connected: if $b_0=0$, the first site knows nothing about $a_1$. Their positive sign is a choice of basis signs, since flipping the sign of site states can make all nonzero real couplings positive without changing the moments on site $0$.

`jacobi_eq_of_moments` states that two such matrices with equal moments for all `k ≤ 2 * n + 1` are equal. It is a uniqueness statement: it does not say which number sequences are moments of a chain, or how to compute the coefficients.

`reduction_unique` covers the two reductions. The equation `A * Q = Q * T` has no residual term, so it describes a complete Lanczos reduction and not a truncated run. `A` is any finite real square matrix and need not be symmetric. `last_moment_needed` records the two-site example, for size $m=2$ only.

In electronic structure, the result bears on the recursion method for the local density of states of a non-interacting Hamiltonian reduced to a finite chain: the moments and the recursion coefficients carry the same information. The theorem assumes exactly equal moments. In a calculation they carry rounding errors, and the theorem gives no bound on how errors in $\mu_k$ spread to $a_i$ and $b_i$.

```lean
import Mathlib

open Matrix

namespace JacobiInverseMoments

noncomputable section

/-- A Jacobi matrix: real, symmetric and tridiagonal, with strictly positive
off-diagonal entries between neighbouring sites. -/
structure IsJacobi {n : ℕ} (T : Matrix (Fin (n + 1)) (Fin (n + 1)) ℝ) : Prop where
  symm : ∀ i j, T i j = T j i
  band : ∀ i j : Fin (n + 1), (i : ℕ) + 1 < j → T i j = 0
  pos : ∀ i j : Fin (n + 1), (i : ℕ) + 1 = j → 0 < T i j

/-- The `k`-th local moment: the first diagonal entry of `T ^ k`. -/
def moment {n : ℕ} (T : Matrix (Fin (n + 1)) (Fin (n + 1)) ℝ) (k : ℕ) : ℝ :=
  (T ^ k) 0 0

/-- The `k`-th Krylov vector: `T ^ k` applied to the first site, that is,
the first column of `T ^ k`. -/
def krylov {n : ℕ} (T : Matrix (Fin (n + 1)) (Fin (n + 1)) ℝ) (k : ℕ) :
    Fin (n + 1) → ℝ :=
  fun i => (T ^ k) i 0

variable {n : ℕ} {T S : Matrix (Fin (n + 1)) (Fin (n + 1)) ℝ}

/-- Each row of `T`, paired with a Krylov vector, gives an entry of the next Krylov vector. -/
theorem row_dot_krylov (T : Matrix (Fin (n + 1)) (Fin (n + 1)) ℝ) (k : ℕ)
    (i : Fin (n + 1)) : T i ⬝ᵥ krylov T k = krylov T (k + 1) i := by
  simp only [krylov, pow_succ', Matrix.mul_apply, dotProduct]

/-- For a Jacobi matrix, `k` steps of hopping from the first site reach no site beyond `k`. -/
theorem krylov_support (hT : IsJacobi T) (k : ℕ) :
    ∀ i : Fin (n + 1), k < (i : ℕ) → krylov T k i = 0 := by
  induction k with
  | zero =>
    intro i hi
    have h0 : i ≠ 0 := by
      rintro rfl
      simp at hi
    simp [krylov, Matrix.one_apply_ne h0]
  | succ k ih =>
    intro i hi
    rw [← row_dot_krylov]
    unfold dotProduct
    apply Finset.sum_eq_zero
    intro j _
    by_cases hj : k < (j : ℕ)
    · rw [ih j hj, mul_zero]
    · rw [hT.symm i j, hT.band j i (by omega), zero_mul]

/-- For a Jacobi matrix, the `k`-th Krylov vector has a strictly positive amplitude
on site `k`. -/
theorem krylov_front_pos (hT : IsJacobi T) (k : ℕ) :
    ∀ i : Fin (n + 1), (i : ℕ) = k → 0 < krylov T k i := by
  induction k with
  | zero =>
    intro i hi
    have h0 : i = 0 := Fin.ext (by simpa using hi)
    subst h0
    simp [krylov]
  | succ k ih =>
    intro i hi
    have hk : k < n + 1 := by have := i.isLt; omega
    -- only the path through site `k` contributes
    have h1 : T i ⬝ᵥ krylov T k = T i ⟨k, hk⟩ * krylov T k ⟨k, hk⟩ := by
      unfold dotProduct
      apply Finset.sum_eq_single (⟨k, hk⟩ : Fin (n + 1))
      · intro l _ hl
        have hne : (l : ℕ) ≠ k := fun e => hl (Fin.ext e)
        by_cases hlk : k < (l : ℕ)
        · rw [krylov_support hT k l hlk, mul_zero]
        · rw [hT.symm i l, hT.band l i (by omega), zero_mul]
      · intro h
        exact absurd (Finset.mem_univ _) h
    rw [← row_dot_krylov, h1, hT.symm i]
    exact mul_pos (hT.pos _ _ hi.symm) (ih _ rfl)

/-- For a Jacobi matrix, the overlap of two Krylov vectors is the moment of the summed order. -/
theorem krylov_dot_krylov (hT : IsJacobi T) (j k : ℕ) :
    krylov T j ⬝ᵥ krylov T k = moment T (j + k) := by
  have hs : Tᵀ = T := by
    ext a b
    exact hT.symm b a
  have hp : (T ^ j)ᵀ = T ^ j := by rw [Matrix.transpose_pow, hs]
  unfold moment dotProduct krylov
  rw [pow_add, Matrix.mul_apply]
  apply Finset.sum_congr rfl
  intro i _
  have h : (T ^ j) i 0 = (T ^ j) 0 i := congrFun (congrFun hp 0) i
  rw [h]

/-- A vector orthogonal to the first `k` Krylov vectors of a Jacobi matrix vanishes on
the first `k` sites. -/
theorem eq_zero_of_orthogonal (hT : IsJacobi T) (d : Fin (n + 1) → ℝ) (k : ℕ)
    (h : ∀ j < k, d ⬝ᵥ krylov T j = 0) (i : Fin (n + 1)) (hi : (i : ℕ) < k) :
    d i = 0 := by
  -- forward substitution, site by site
  have key : ∀ p : ℕ, ∀ i : Fin (n + 1), (i : ℕ) = p → p < k → d i = 0 := by
    intro p
    induction p using Nat.strong_induction_on with
    | _ p ih =>
      intro i hip hp
      have h1 : d ⬝ᵥ krylov T p = d i * krylov T p i := by
        unfold dotProduct
        apply Finset.sum_eq_single i
        · intro l _ hl
          have hne : (l : ℕ) ≠ i := fun e => hl (Fin.ext e)
          by_cases hlp : p < (l : ℕ)
          · rw [krylov_support hT p l hlp, mul_zero]
          · rw [ih l (by omega) l rfl (by omega), zero_mul]
        · intro h
          exact absurd (Finset.mem_univ _) h
      have h0 := h p hp
      rw [h1] at h0
      exact (mul_eq_zero.mp h0).resolve_right (krylov_front_pos hT p i hip).ne'
  exact key i i rfl hi

/-- If two Jacobi matrices of size `n + 1` share their moments up to order `2 n`, they share
their Krylov vectors up to order `n`. -/
theorem krylov_eq_of_moments (hT : IsJacobi T) (hS : IsJacobi S)
    (h : ∀ k ≤ 2 * n, moment T k = moment S k) (k : ℕ) (hk : k ≤ n) :
    krylov T k = krylov S k := by
  induction k using Nat.strong_induction_on with
  | _ k ih =>
    -- the difference can live only on site `k`
    have hoff : ∀ i : Fin (n + 1), (i : ℕ) ≠ k → (krylov T k - krylov S k) i = 0 := by
      intro i hi
      by_cases hik : k < (i : ℕ)
      · rw [Pi.sub_apply, krylov_support hT k i hik, krylov_support hS k i hik, sub_self]
      · refine eq_zero_of_orthogonal hT _ k (fun j hj => ?_) i (by omega)
        rw [sub_dotProduct, krylov_dot_krylov hT, ih j hj (by omega),
          krylov_dot_krylov hS, h _ (by omega), sub_self]
    -- equal norms and positivity remove it there too
    have h2 : (krylov T k - krylov S k) ⬝ᵥ (krylov T k + krylov S k) = 0 := by
      rw [sub_dotProduct, dotProduct_add, dotProduct_add, krylov_dot_krylov hT,
        krylov_dot_krylov hS, h _ (by omega), dotProduct_comm (krylov S k) (krylov T k)]
      ring
    ext i
    by_cases hi : (i : ℕ) = k
    · have h3 : (krylov T k - krylov S k) ⬝ᵥ (krylov T k + krylov S k)
          = (krylov T k - krylov S k) i * (krylov T k + krylov S k) i := by
        unfold dotProduct
        apply Finset.sum_eq_single i
        · intro l _ hl
          rw [hoff l (fun e => hl (Fin.ext (e.trans hi.symm))), zero_mul]
        · intro h
          exact absurd (Finset.mem_univ _) h
      rw [h3, Pi.sub_apply, Pi.add_apply] at h2
      have hp := add_pos (krylov_front_pos hT k i hi) (krylov_front_pos hS k i hi)
      exact sub_eq_zero.mp ((mul_eq_zero.mp h2).resolve_right hp.ne')
    · have h4 := hoff i hi
      rw [Pi.sub_apply] at h4
      exact sub_eq_zero.mp h4

/-- Two Jacobi matrices of size `m = n + 1` whose local moments agree up to order
`2 m - 1 = 2 n + 1` are equal. -/
theorem jacobi_eq_of_moments (hT : IsJacobi T) (hS : IsJacobi S)
    (h : ∀ k ≤ 2 * n + 1, moment T k = moment S k) : T = S := by
  have hK := krylov_eq_of_moments hT hS (fun k hk => h k (by omega))
  -- the last moment fixes one more Krylov vector
  have hstep : ∀ j ≤ n, ∀ r, (krylov T (j + 1) - krylov S (j + 1)) r = 0 := by
    intro j hj r
    refine eq_zero_of_orthogonal hT _ (n + 1) (fun i hi => ?_) r r.isLt
    rw [sub_dotProduct, krylov_dot_krylov hT, hK i (by omega),
      krylov_dot_krylov hS, h _ (by omega), sub_self]
  -- every row of `T - S` is orthogonal to all Krylov vectors
  ext r c
  have hrow : (T r - S r) c = 0 := by
    refine eq_zero_of_orthogonal hT _ (n + 1) (fun j hj => ?_) c c.isLt
    have h1 := hstep j (by omega) r
    rw [Pi.sub_apply] at h1
    rw [sub_dotProduct, row_dot_krylov, hK j (by omega), row_dot_krylov, h1]
  rw [Pi.sub_apply] at hrow
  exact sub_eq_zero.mp hrow

/-- If `A Q = Q T` and `Q` has orthonormal columns, the local moments of `T` are the moments
of `A` in the first column of `Q`. -/
theorem moment_of_reduction {ι : Type*} [Fintype ι] [DecidableEq ι] (A : Matrix ι ι ℝ)
    (Q : Matrix ι (Fin (n + 1)) ℝ) (hQ : Qᵀ * Q = 1) (hA : A * Q = Q * T) (k : ℕ) :
    moment T k = (fun i => Q i 0) ⬝ᵥ (A ^ k *ᵥ fun i => Q i 0) := by
  have hp : A ^ k * Q = Q * T ^ k := by
    induction k with
    | zero => simp
    | succ k ih =>
      rw [pow_succ, Matrix.mul_assoc, hA, ← Matrix.mul_assoc, ih, Matrix.mul_assoc,
        ← pow_succ]
  have ht : T ^ k = Qᵀ * (A ^ k * Q) := by
    rw [hp, ← Matrix.mul_assoc, hQ, Matrix.one_mul]
  rw [moment, ht]
  simp only [Matrix.mul_apply, Matrix.transpose_apply, dotProduct, Matrix.mulVec]

/-- Two reductions `A Q = Q T` and `A P = P S` of the same matrix to Jacobi form, of equal size,
with orthonormal columns and the same starting vector, give the same Jacobi matrix. -/
theorem reduction_unique {ι : Type*} [Fintype ι] [DecidableEq ι] (A : Matrix ι ι ℝ)
    (Q P : Matrix ι (Fin (n + 1)) ℝ) (hT : IsJacobi T) (hS : IsJacobi S)
    (hQ : Qᵀ * Q = 1) (hP : Pᵀ * P = 1) (hAQ : A * Q = Q * T) (hAP : A * P = P * S)
    (hstart : ∀ i, Q i 0 = P i 0) : T = S := by
  apply jacobi_eq_of_moments hT hS
  intro k _
  rw [moment_of_reduction A Q hQ hAQ, moment_of_reduction A P hP hAP, funext hstart]

/-- For size `m = 2`, moments up to order `2 m - 2 = 2` do not suffice: these two different
Jacobi matrices share them. -/
theorem last_moment_needed :
    IsJacobi (n := 1) !![0, 1; 1, 0] ∧ IsJacobi (n := 1) !![0, 1; 1, 1] ∧
    (∀ k ≤ 2, moment (n := 1) !![0, 1; 1, 0] k = moment (n := 1) !![0, 1; 1, 1] k) ∧
    (!![0, 1; 1, 0] : Matrix (Fin 2) (Fin 2) ℝ) ≠ !![0, 1; 1, 1] := by
  refine ⟨⟨?_, ?_, ?_⟩, ⟨?_, ?_, ?_⟩, ?_, ?_⟩
  · intro i j
    fin_cases i <;> fin_cases j <;> simp
  · intro i j h
    have := j.isLt
    omega
  · intro i j h
    fin_cases i <;> fin_cases j <;> simp_all
  · intro i j
    fin_cases i <;> fin_cases j <;> simp
  · intro i j h
    have := j.isLt
    omega
  · intro i j h
    fin_cases i <;> fin_cases j <;> simp_all
  · intro k hk
    interval_cases k <;> simp [moment, pow_succ, Matrix.mul_apply, Fin.sum_univ_succ]
  · intro h
    have h1 := congrFun (congrFun h 1) 1
    simp at h1

end

end JacobiInverseMoments
```

```lean
#print axioms JacobiInverseMoments.jacobi_eq_of_moments
#print axioms JacobiInverseMoments.reduction_unique
#print axioms JacobiInverseMoments.last_moment_needed
```

```
'JacobiInverseMoments.jacobi_eq_of_moments' depends on axioms: [propext, Classical.choice, Quot.sound]
'JacobiInverseMoments.reduction_unique' depends on axioms: [propext, Classical.choice, Quot.sound]
'JacobiInverseMoments.last_moment_needed' depends on axioms: [propext, Classical.choice, Quot.sound]
```

### Where each step sits in the proof

`row_dot_krylov` is the identity $T_r\cdot t_k=t_{k+1}(r)$, valid for any square matrix. `krylov_support` and `krylov_front_pos` prove the reach and the positive front amplitude by induction on `k`. In the second, `Finset.sum_eq_single` reduces the sum to the path through site `k`. Both use `hT.symm` to turn an entry below the diagonal into one above it, where `band` and `pos` apply.

`krylov_dot_krylov` turns overlaps into moments by splitting $T^{j+k}$ and transposing one factor. `eq_zero_of_orthogonal` is forward substitution, written as a strong induction over the site number.

`krylov_eq_of_moments` follows the argument for $d=t_k-s_k$. Its intermediate claim `hoff` says that $d$ vanishes away from site $k$, and `h2` is $d\cdot(t_k+s_k)=0$. The product on site $k$ is then zero with a positive second factor, which forces the first to vanish.

In `jacobi_eq_of_moments`, `hK` supplies equal Krylov vectors up to order $n$. `hstep` then treats all orders $j+1$ with $j\le n$ at once, though only order $n+1$ is new. `hrow` applies forward substitution to a row of $T-S$.

`moment_of_reduction` proves $A^kQ=QT^k$ by induction and multiplies by $Q^{\mathsf T}$ from the left; `reduction_unique` feeds the resulting equal moments to the main theorem. For the two-site example, `fin_cases` goes through the matrix entries and `interval_cases` through the orders $0,1,2$. The matrices are told apart by their lower right entries.
